# A yz/xz doublet with its spin and unit orbital moments parallel along z has g-factors of magnitude 0, 0 and 4

The model describes a doublet by three real coefficients `n 0`, `n 1` and `n 2` on the yz, xz and xy orbitals, and takes its g-factors from fixed quadratic formulas, with signs opposite to the usual convention. The coefficients are signed amplitudes whose squares sum to 1. The theorem says that if the first two are equal and the xy one is zero, the three g-factors are 0, 0 and 4. The formulas are definitions here, not derived from a Hamiltonian. The attempt unfolds them, substitutes the two conditions on the coefficients, and leaves the algebra to `ring` and, for the value 4, to `linear_combination` with the normalisation `hn`.

An attempt in Lean 4 with a fault in it:

```lean
import Mathlib

open Matrix
open scoped Kronecker

namespace GFactorAxial

noncomputable section

/-- For normalised orbital weights `n`, the three g-factors, with signs opposite to the usual
convention. -/
def gFactor (n : Fin 3 → ℝ) : Fin 3 → ℝ
  | 0 => 2 * ((n 1 + n 2) ^ 2 - n 0 ^ 2)
  | 1 => 2 * ((n 0 + n 2) ^ 2 - n 1 ^ 2)
  | 2 => 2 * ((n 0 + n 1) ^ 2 - n 2 ^ 2)

/-- A normalised doublet with equal weights on yz and xz and none on xy has g-factors
0, 0 and 4. -/
theorem gFactor_axial (n : Fin 3 → ℝ) (hn : n 0 ^ 2 + n 1 ^ 2 + n 2 ^ 2 = 1)
    (h01 : n 0 = n 1) (h2 : n 2 = 0) :
    gFactor n 0 = 0 ∧ gFactor n 1 = 0 ∧ gFactor n 2 = 4 := by
  simp only [gFactor]
  rw [h01, h2] at *
  refine ⟨by ring, by ring, by linear_combination 4 * hn⟩

end

end GFactorAxial
```

The compiler's answer:

```
Main.lean:24:31: error: ring failed, ring expressions not equal
n : Fin 3 → ℝ
hn : n 0 ^ 2 + n 1 ^ 2 + n 2 ^ 2 = 1
h01 : n 1 = n 1
h2 : 0 = 0
⊢ n 1 ^ 2 * 4 - n 0 ^ 2 * 4 - n 2 ^ 2 * 4 = 0
```

What went wrong. The error comes from the third component, where `linear_combination 4 * hn` leaves an equation that `ring` cannot close. The listed hypotheses show why. `rw [h01, h2] at *` also rewrote the equations it was using, so `h01` became `n 1 = n 1` and `h2` became `0 = 0`. The goal had been rewritten, but `hn` still contained `n 0` and `n 2`: by the time the rewriting reached it, the equations no longer carried any information.

The goal's left side was thus `8 * n 1 ^ 2` in effect, while four times `hn` still had all three squares. Their difference is the leftover expression in the message, which is not identically zero.

The repair names the places to rewrite, `hn ⊢`, and so leaves `h01` and `h2` intact. Now `hn` says in effect that `2 * n 1 ^ 2 = 1`, and four times it gives exactly the third component.

Fix (accepted with no message):

```diff
@@ -21,5 +21,5 @@
     gFactor n 0 = 0 ∧ gFactor n 1 = 0 ∧ gFactor n 2 = 4 := by
   simp only [gFactor]
-  rw [h01, h2] at *
+  rw [h01, h2] at hn ⊢
   refine ⟨by ring, by ring, by linear_combination 4 * hn⟩
 
```
